# Isometric mixing of Lindblad jumps preserves the dissipator, and only isometric mixing does if the jumps and the identity are together linearly independent

Take two jump operators L₁ and L₂ and replace them by

M₊ = (L₁ + L₂)/√2,  M₋ = (L₁ − L₂)/√2.

For a matrix ρ, the two new sandwich terms are

M± ρ M±† = ½ (L₁ρL₁† + L₂ρL₂†) ± ½ (L₁ρL₂† + L₂ρL₁†).

The cross terms have opposite signs and cancel in the sum, leaving L₁ρL₁† + L₂ρL₂†. The same happens in M₊†M₊ + M₋†M₋, so the whole Lindblad dissipator is unchanged. The general case replaces the signs by a matrix U, and the cancellation becomes the condition U†U = 1.

## Jumps, mixtures and cross terms

The finite type `n` labels basis states, `ι` the original jumps and `κ` the new ones. The numbers of old and new jumps may differ, so U can be rectangular.

```lean
import Mathlib

open Matrix

namespace LindbladJumpMixing

noncomputable section

variable {n ι κ : Type*} [Fintype n] [Fintype ι] [Fintype κ]
```

The dissipator of a family L is

D_L(ρ) = ∑_i (L_i ρ L_i† − ½(L_i†L_i ρ + ρ L_i†L_i)).

Lean writes † as `ᴴ`. Rates are absorbed into the L_i, and there is no Hamiltonian term. The matrix ρ is arbitrary: neither positivity nor unit trace is required.

```lean
/-- The dissipator `∑ (L ρ L† - {L† L, ρ}/2)` of a family of jump operators. -/
def dissipator (L : ι → Matrix n n ℂ) (ρ : Matrix n n ℂ) : Matrix n n ℂ :=
  ∑ i, (L i * ρ * (L i)ᴴ - (1 / 2 : ℂ) • ((L i)ᴴ * L i * ρ + ρ * ((L i)ᴴ * L i)))
```

The new jumps are M_j = ∑_i U_ji L_i, with the row of U labelling the new jump.

```lean
/-- The mixed jump operators `M_j = ∑ U_ji L_i`. -/
def mix (U : Matrix κ ι ℂ) (L : ι → Matrix n n ℂ) (j : κ) : Matrix n n ℂ :=
  ∑ i, U j i • L i
```

Expanding a product of two mixtures produces terms with two different jumps:

cross(A, B, ρ) = A ρ B† − ½(B†A ρ + ρ B†A).

With A = B = L_i this is one summand of the dissipator.

```lean
/-- The dissipator term with two different jumps, `A ρ B† - {B† A, ρ}/2`. -/
def cross (A B ρ : Matrix n n ℂ) : Matrix n n ℂ :=
  A * ρ * Bᴴ - (1 / 2 : ℂ) • (Bᴴ * A * ρ + ρ * (Bᴴ * A))
```

The converse needs a hypothesis on the jumps: if ∑_i c_i L_i = z·1 for some number z, then every c_i is zero. In other words, no combination with coefficients that are not all zero multiplies every state vector by one common number, zero included; in particular the jumps are linearly independent. The single jump L = 1 shows why this matters: its dissipator vanishes, as does that of every multiple of it, so any U leaves it unchanged.

```lean
/-- No combination of the jumps with a nonzero coefficient is a multiple of the identity. -/
def IndependentJumps [DecidableEq n] (L : ι → Matrix n n ℂ) : Prop :=
  ∀ (c : ι → ℂ) (z : ℂ), ∑ i, c i • L i = z • (1 : Matrix n n ℂ) → ∀ i, c i = 0
```

## The mixed dissipator sees only U†U

The first jump enters every term of the cross form once, without conjugation. Substituting A = ∑_i a_i L_i therefore gives

cross(∑_i a_i L_i, B, ρ) = ∑_i a_i cross(L_i, B, ρ).

The Lean proof distributes the products over the sum and collects the scalars.

```lean
/-- The cross term is linear in its first jump. -/
theorem cross_sum_left (a : ι → ℂ) (L : ι → Matrix n n ℂ) (B ρ : Matrix n n ℂ) :
    cross (∑ i, a i • L i) B ρ = ∑ i, a i • cross (L i) B ρ := by
  simp only [cross, Matrix.sum_mul, Matrix.mul_sum, Matrix.smul_mul, Matrix.mul_smul,
    smul_sub, smul_add, Finset.smul_sum, Finset.sum_sub_distrib, Finset.sum_add_distrib,
    smul_smul, mul_comm (1 / 2 : ℂ)]
```

The second jump enters only through its adjoint, and (∑_i b_i L_i)† = ∑_i b_i* L_i†. Hence

cross(A, ∑_i b_i L_i, ρ) = ∑_i b_i* cross(A, L_i, ρ).

```lean
/-- The cross term is conjugate-linear in its second jump. -/
theorem cross_sum_right (b : ι → ℂ) (L : ι → Matrix n n ℂ) (A ρ : Matrix n n ℂ) :
    cross A (∑ i, b i • L i) ρ = ∑ i, star (b i) • cross A (L i) ρ := by
  simp only [cross, Matrix.conjTranspose_sum, Matrix.conjTranspose_smul,
    Matrix.sum_mul, Matrix.mul_sum, Matrix.smul_mul, Matrix.mul_smul,
    smul_sub, smul_add, Finset.smul_sum, Finset.sum_sub_distrib, Finset.sum_add_distrib,
    smul_smul, mul_comm (1 / 2 : ℂ)]
```

Applying both rules to each M_j, and then summing over j first, gives

D_M(ρ) = ∑_j cross(M_j, M_j, ρ)
 = ∑_j ∑_i ∑_l U_jl* U_ji cross(L_i, L_l, ρ)
 = ∑_i ∑_l (U†U)_li cross(L_i, L_l, ρ).

The `calc` block follows these lines, with `Finset.sum_comm` exchanging the sums.

```lean
/-- The dissipator of the mixed jumps depends on the mixing matrix only through `U† U`. -/
theorem dissipator_mix (U : Matrix κ ι ℂ) (L : ι → Matrix n n ℂ) (ρ : Matrix n n ℂ) :
    dissipator (mix U L) ρ = ∑ i, ∑ l, (Uᴴ * U) l i • cross (L i) (L l) ρ := by
  calc dissipator (mix U L) ρ = ∑ j, cross (mix U L j) (mix U L j) ρ := rfl
    _ = ∑ j, ∑ i, ∑ l, (star (U j l) * U j i) • cross (L i) (L l) ρ := by
      refine Finset.sum_congr rfl fun j _ => ?_
      unfold mix
      rw [cross_sum_left]
      refine Finset.sum_congr rfl fun i _ => ?_
      rw [cross_sum_right, Finset.smul_sum]
      refine Finset.sum_congr rfl fun l _ => ?_
      rw [smul_smul, mul_comm]
    _ = _ := by
      -- carry out the sum over the new jumps first
      refine Finset.sum_comm.trans (Finset.sum_congr rfl fun i _ => ?_)
      refine Finset.sum_comm.trans (Finset.sum_congr rfl fun l _ => ?_)
      simp only [Matrix.mul_apply, Matrix.conjTranspose_apply, Finset.sum_smul]
```

The original dissipator has the same form with the identity matrix as weight, since δ_li keeps only the terms with l = i:

D_L(ρ) = ∑_i ∑_l δ_li cross(L_i, L_l, ρ).

```lean
/-- The dissipator is the double sum of cross terms weighted by the identity matrix. -/
theorem dissipator_eq_cross [DecidableEq ι] (L : ι → Matrix n n ℂ) (ρ : Matrix n n ℂ) :
    dissipator L ρ = ∑ i, ∑ l, (1 : Matrix ι ι ℂ) l i • cross (L i) (L l) ρ := by
  change ∑ i, cross (L i) (L i) ρ = _
  refine Finset.sum_congr rfl fun i _ => ?_
  simp [Matrix.one_apply]
```

If U†U = 1, the two double sums coincide, so D_M(ρ) = D_L(ρ) for every ρ. No independence is needed here.

```lean
/-- Jump mixing: if `U† U = 1`, the mixed jumps have the same dissipator as the original
jumps on every matrix `ρ`. -/
theorem dissipator_mix_of_isometry [DecidableEq ι] (U : Matrix κ ι ℂ) (hU : Uᴴ * U = 1)
    (L : ι → Matrix n n ℂ) (ρ : Matrix n n ℂ) :
    dissipator (mix U L) ρ = dissipator L ρ := by
  rw [dissipator_mix, hU, ← dissipator_eq_cross]
```

The order of the factors matters for rectangular U. The row U = (1 0) satisfies UU† = 1, yet it simply discards L₂; its U†U is not the identity. At the other extreme, a single jump L can be split into jumps u_j L, and the condition reduces to ∑_j |u_j|² = 1.

For a finite-dimensional Lindblad equation with a fixed Hamiltonian, the density-matrix evolution therefore does not single out one list of jumps: isometrically related lists give the same generator.

## Recovering U†U = 1 from the dissipator

Let E_ab be the matrix with a single 1 in row a, column b. Then

(A E_ab B)_pq = ∑_x ∑_y A_px (E_ab)_xy B_yq = A_pa B_bq.

```lean
/-- With a matrix unit between `A` and `B`, each entry of the product is one entry of `A` times one
entry of `B`. -/
theorem sandwich [DecidableEq n] (A B : Matrix n n ℂ) (a b p q : n) :
    (A * Matrix.single a b (1 : ℂ) * B) p q = A p a * B b q := by
  have h : ∀ y, (A * Matrix.single a b (1 : ℂ)) p y = if b = y then A p a else 0 := by
    intro y
    rw [Matrix.mul_apply, Finset.sum_eq_single a]
    · simp [Matrix.single_apply]
    · intro x _ hx
      simp [hx.symm]
    · simp
  rw [Matrix.mul_apply]
  simp only [h]
  simp [ite_mul]
```

Suppose now that D_M(ρ) = D_L(ρ) for all ρ and that the jumps are independent. Put C = U†U − 1. Subtracting the two double sums gives

∑_i ∑_l C_li cross(L_i, L_l, ρ) = 0 for every ρ.

Define

K = ½ ∑_i ∑_l C_li L_l†L_i,
w_qb,i = ∑_l C_li (L_l)_qb*.

Setting ρ = E_ab and reading off the entry (p, q) gives the identity called `key`:

∑_i w_qb,i (L_i)_pa = K_pa δ_bq + δ_pa K_bq.

Hold q and b fixed and read this as a matrix equation in p and a.

- If b ≠ q, it says ∑_i w_qb,i L_i = K_bq·1, so independence gives w_qb,i = 0. This is `off`.
- If b = q, it says ∑_i w_qq,i L_i = K + K_qq·1. Subtracting the equation for another index r removes K:

∑_i (w_qq,i − w_rr,i) L_i = (K_qq − K_rr)·1.

Independence gives w_qq,i = w_rr,i, which is `diag`.

So w_qb,i = z_i δ_qb for some number z_i. Taking the complex conjugate of the definition of w yields

∑_l C_li* L_l = z_i*·1.

A last use of independence gives C_li = 0 for all l and i (`hC0`), that is, U†U = 1. The opposite direction of the equivalence is `dissipator_mix_of_isometry`, proved above.

```lean
/-- For independent jumps, mixing by `U` leaves the dissipator unchanged on all matrices
if and only if `U† U = 1`. -/
theorem dissipator_mix_eq_iff [DecidableEq n] [DecidableEq ι] (U : Matrix κ ι ℂ)
    (L : ι → Matrix n n ℂ) (hL : IndependentJumps L) :
    (∀ ρ, dissipator (mix U L) ρ = dissipator L ρ) ↔ Uᴴ * U = 1 := by
  refine ⟨fun hD => ?_, fun hU ρ => dissipator_mix_of_isometry U hU L ρ⟩
  obtain ⟨C, hC⟩ : ∃ C : Matrix ι ι ℂ, C = Uᴴ * U - 1 := ⟨_, rfl⟩
  have h : ∀ ρ, ∑ i, ∑ l, C l i • cross (L i) (L l) ρ = 0 := by
    intro ρ
    simp only [hC, Matrix.sub_apply, sub_smul, Finset.sum_sub_distrib]
    rw [← dissipator_mix, ← dissipator_eq_cross, hD, sub_self]
  obtain ⟨K, hK⟩ : ∃ K : Matrix n n ℂ, ∀ p a,
      K p a = ∑ i, ∑ l, C l i * (((L l)ᴴ * L i) p a / 2) :=
    ⟨Matrix.of fun p a => ∑ i, ∑ l, C l i * (((L l)ᴴ * L i) p a / 2), fun _ _ => rfl⟩
  obtain ⟨w, hw⟩ : ∃ w : n → n → ι → ℂ, ∀ q b i,
      w q b i = ∑ l, C l i * star (L l q b) := ⟨_, fun _ _ _ => rfl⟩
  -- evaluate the vanishing form on matrix units
  have key : ∀ p a b q, ∑ i, w q b i * L i p a
      = K p a * (1 : Matrix n n ℂ) b q + (1 : Matrix n n ℂ) p a * K b q := by
    intro p a b q
    have e := congrFun (congrFun (h (Matrix.single a b 1)) p) q
    have h1 : ∀ X : Matrix n n ℂ, (X * Matrix.single a b (1 : ℂ)) p q
        = X p a * (1 : Matrix n n ℂ) b q := fun X => by
      rw [← sandwich X 1 a b p q, Matrix.mul_one]
    have h2 : ∀ X : Matrix n n ℂ, (Matrix.single a b (1 : ℂ) * X) p q
        = (1 : Matrix n n ℂ) p a * X b q := fun X => by
      rw [← sandwich 1 X a b p q, Matrix.one_mul]
    simp only [Matrix.sum_apply, Matrix.smul_apply, cross, Matrix.sub_apply,
      Matrix.add_apply, sandwich, h1, h2, Matrix.conjTranspose_apply, smul_eq_mul,
      Matrix.zero_apply] at e
    rw [← sub_eq_zero, ← e]
    simp only [hw, hK, Finset.sum_mul, Finset.mul_sum, ← Finset.sum_add_distrib,
      ← Finset.sum_sub_distrib]
    refine Finset.sum_congr rfl fun i _ => Finset.sum_congr rfl fun l _ => ?_
    ring
  -- independence removes the off-diagonal coefficients
  have off : ∀ q b, b ≠ q → ∀ i, w q b i = 0 := by
    intro q b hb
    refine hL (w q b) (K b q) ?_
    ext p a
    simp only [Matrix.sum_apply, Matrix.smul_apply, smul_eq_mul]
    rw [key, Matrix.one_apply_ne hb]
    ring
  -- and makes the diagonal coefficients equal
  have diag : ∀ q r i, w q q i = w r r i := by
    intro q r i
    refine sub_eq_zero.mp (hL (fun i => w q q i - w r r i) (K q q - K r r) ?_ i)
    ext p a
    simp only [Matrix.sum_apply, Matrix.smul_apply, smul_eq_mul, sub_mul,
      Finset.sum_sub_distrib]
    rw [key, key, Matrix.one_apply_eq, Matrix.one_apply_eq]
    ring
  have hC0 : ∀ l i, C l i = 0 := by
    intro l i
    obtain ⟨z, hz⟩ : ∃ z, ∀ q, w q q i = z := by
      rcases isEmpty_or_nonempty n with hn | ⟨⟨r⟩⟩
      · exact ⟨0, fun q => isEmptyElim q⟩
      · exact ⟨w r r i, fun q => diag q r i⟩
    refine star_eq_zero.mp (hL (fun l => star (C l i)) (star z) ?_ l)
    ext q b
    have e : (∑ l, star (C l i) • L l) q b = star (w q b i) := by
      simp [hw, Matrix.sum_apply]
    rw [e]
    by_cases hb : b = q
    · subst hb
      simp [hz]
    · simp [off q b hb i, Matrix.one_apply_ne (Ne.symm hb)]
  refine sub_eq_zero.mp ?_
  rw [← hC]
  ext l i
  exact hC0 l i
```

## A qubit with raising and lowering jumps

Number the two jumps 0 and 1, as Lean does. Each has a single unit entry, on opposite sides of the diagonal.

```lean
/-- The two qubit jumps with a single unit entry off the diagonal. -/
def ladderJumps : Fin 2 → Matrix (Fin 2) (Fin 2) ℂ :=
  ![!![0, 1; 0, 0], !![0, 0; 1, 0]]
```

They are mixed with complex weights, for instance M_0 = (3/5) L_0 + (4i/5) L_1.

```lean
/-- A mixing matrix with diagonal entries `3/5` and off-diagonal entries `4i/5`. -/
def mixer : Matrix (Fin 2) (Fin 2) ℂ :=
  !![⟨3 / 5, 0⟩, ⟨0, 4 / 5⟩; ⟨0, 4 / 5⟩, ⟨3 / 5, 0⟩]
```

The off-diagonal entries of c_0 L_0 + c_1 L_1 are c_0 and c_1, while those of z·1 are zero, so the jumps are independent. For the mixer, the diagonal entries of U†U are 9/25 + 16/25 = 1, and the off-diagonal ones are 12i/25 − 12i/25 = 0. Lean compares the same entries, so this pair meets both the independence hypothesis and the isometry condition.

```lean
/-- The ladder jumps are independent, and the mixer satisfies `U† U = 1`. -/
theorem dissipator_mix_witness : IndependentJumps ladderJumps ∧ mixerᴴ * mixer = 1 := by
  constructor
  · intro c z h
    rw [Fin.sum_univ_two] at h
    have h0 := congrFun (congrFun h 0) 1
    have h1 := congrFun (congrFun h 1) 0
    simp [ladderJumps] at h0 h1
    intro i
    fin_cases i
    · exact h0
    · exact h1
  · ext i j
    fin_cases i <;> fin_cases j <;>
      simp [mixer, Matrix.mul_apply, Fin.sum_univ_two, Complex.ext_iff] <;> norm_num

end

end LindbladJumpMixing
```

```lean
#print axioms LindbladJumpMixing.dissipator_mix_eq_iff
```

```
'LindbladJumpMixing.dissipator_mix_eq_iff' depends on axioms: [propext, Classical.choice, Quot.sound]
```
